# Mean-field energy is stationary under an occupied–virtual Givens rotation exactly when $F_{ia}=0$

Stationarity is taken here along one explicit curve of density matrices: an occupied orbital $i$ is rotated into a virtual orbital $a$ by an angle $\theta$, and the energy is differentiated at $\theta=0$. The orbitals form a finite, real, orthonormal basis indexed by `n`. The electron interaction enters only through a linear map $G$ from density matrices to mean-field potentials, with two symmetry conditions in place of explicit two-electron integrals.

```lean
import Mathlib

open Matrix

namespace BrillouinGivens

noncomputable section

variable {n : Type*} [Fintype n] [DecidableEq n]
```

## Density, Fock matrix and energy

In the orbital basis the density $D$ is diagonal, with entry 1 for each orbital in the finite set `occ` and 0 otherwise. Each orbital thus holds at most one electron, as a spin orbital does.

```lean
/-- The projector onto the occupied orbitals, in the orbital basis. -/
def occProj (occ : Finset n) : Matrix n n ℝ :=
  Matrix.diagonal fun p => if p ∈ occ then 1 else 0
```

With $h$ the one-electron Hamiltonian, the Fock matrix is $F=h+G(D)$.

```lean
/-- The Fock matrix `F = h + G(D)`. -/
def fock (h : Matrix n n ℝ) (G : Matrix n n ℝ →ₗ[ℝ] Matrix n n ℝ)
    (D : Matrix n n ℝ) : Matrix n n ℝ := h + G D
```

The energy is $E(D)=\operatorname{tr}(hD)+\tfrac12\operatorname{tr}(G(D)D)$, where the half prevents double counting of the interaction.

```lean
/-- The mean-field energy `E(D) = tr(hD) + tr(G(D)D)/2`. -/
def energy (h : Matrix n n ℝ) (G : Matrix n n ℝ →ₗ[ℝ] Matrix n n ℝ)
    (D : Matrix n n ℝ) : ℝ := trace (h * D) + 1 / 2 * trace (G D * D)
```

## Rotating one orbital pair

Write $E_{pq}$ for the matrix unit with a single 1 in row $p$, column $q$; in Lean it is `single p q 1`. The rotation is
$$U(\theta)=1+(\cos\theta-1)(E_{ii}+E_{aa})+\sin\theta\,(E_{ai}-E_{ia}).$$
It sends orbital $i$ to $\cos\theta\,|i\rangle+\sin\theta\,|a\rangle$, which fixes the sign of the derivative below.

```lean
/-- The Givens rotation by the angle `θ` in the plane of the orbitals `i` and `a`. -/
def givens (i a : n) (θ : ℝ) : Matrix n n ℝ :=
  1 + (Real.cos θ - 1) • (single i i (1 : ℝ) + single a a (1 : ℝ))
    + Real.sin θ • (single a i (1 : ℝ) - single i a (1 : ℝ))
```

The density follows the orbitals: $D(\theta)=U(\theta)\,D\,U(\theta)^{T}$.

```lean
/-- The density matrix after the Givens rotation of the orbitals `i` and `a`. -/
def rotated (occ : Finset n) (i a : n) (θ : ℝ) : Matrix n n ℝ :=
  givens i a θ * occProj occ * (givens i a θ)ᵀ
```

Two matrices describe the change in density. The first, $P=E_{aa}-E_{ii}$, moves one unit of population from $i$ to $a$.

```lean
/-- The transfer of one unit of population from orbital `i` to orbital `a`. -/
def popShift (i a : n) : Matrix n n ℝ := single a a (1 : ℝ) - single i i (1 : ℝ)
```

The second, $Q=E_{ia}+E_{ai}$, is the coherence between the two orbitals.

```lean
/-- The symmetric coherence between the orbitals `i` and `a`. -/
def coherence (i a : n) : Matrix n n ℝ := single i a (1 : ℝ) + single a i (1 : ℝ)
```

Products of matrix units obey $E_{pq}E_{rs}=\delta_{qr}E_{ps}$.

```lean
/-- The product rule for matrix units. -/
theorem unit_mul_unit (p q r s : n) :
    single p q (1 : ℝ) * single r s (1 : ℝ) = if q = r then single p s (1 : ℝ) else 0 := by
  split_ifs with h
  · subst h
    simp
  · simp [h]
```

Transposition exchanges $E_{ai}$ and $E_{ia}$, which reverses the sign of the sine term, so $U(\theta)^T=U(-\theta)$.

```lean
omit [Fintype n] in
/-- The transpose of a Givens rotation is the rotation by the opposite angle. -/
theorem givens_transpose (i a : n) (θ : ℝ) : (givens i a θ)ᵀ = givens i a (-θ) := by
  have ht : ∀ p q : n, (single p q (1 : ℝ))ᵀ = single q p (1 : ℝ) := by
    intro p q
    ext x y
    simp [Matrix.single_apply, and_comm]
  simp only [givens, transpose_add, transpose_sub, transpose_smul, transpose_one, ht,
    Real.cos_neg, Real.sin_neg]
  module
```

Multiplying out $U(\theta)U(-\theta)$ for $i\ne a$ leaves $1+(\cos^2\theta+\sin^2\theta-1)(E_{ii}+E_{aa})=1$. The rotation is therefore orthogonal, and the rotated density is still a projector with the same number of electrons. In Lean, `hs` supplies $\sin^2\theta=1-\cos^2\theta$ after the products have been expanded.

```lean
/-- The Givens rotation of two distinct orbitals is an orthogonal matrix. -/
theorem givens_orthogonal {i a : n} (hia : i ≠ a) (θ : ℝ) :
    givens i a θ * (givens i a θ)ᵀ = 1 := by
  have hs : Real.sin θ ^ 2 • (single i i (1 : ℝ) + single a a (1 : ℝ))
      = (1 - Real.cos θ ^ 2) • (single i i (1 : ℝ) + single a a (1 : ℝ)) := by
    rw [Real.sin_sq]
  rw [givens_transpose]
  simp only [givens, Real.cos_neg, Real.sin_neg, mul_add, add_mul, mul_sub, sub_mul,
    smul_mul_assoc, mul_smul_comm, mul_one, one_mul, unit_mul_unit, hia, hia.symm, ↓reduceIte]
  linear_combination (norm := module) hs
```

For the density, only the contribution of orbital $i$ changes:
$$E_{ii}\;\to\;\cos^2\theta\,E_{ii}+\sin^2\theta\,E_{aa}+\sin\theta\cos\theta\,(E_{ia}+E_{ai}).$$
Subtracting $E_{ii}$ gives
$$D(\theta)=D+\sin^2\theta\,P+\sin\theta\cos\theta\,Q.$$
The lemmas `hr` and `hl` state how $D$ acts on a matrix unit from the right and from the left: it keeps the unit if the adjacent index is occupied and removes it otherwise.

```lean
/-- Rotating an occupied orbital `i` into a virtual orbital `a` shifts population by `sin² θ`
and creates a coherence `sin θ cos θ`. -/
theorem rotated_density {occ : Finset n} {i a : n} (hi : i ∈ occ) (ha : a ∉ occ) (θ : ℝ) :
    rotated occ i a θ = occProj occ + (Real.sin θ ^ 2 • popShift i a
      + (Real.sin θ * Real.cos θ) • coherence i a) := by
  have hia : i ≠ a := fun h => ha (h ▸ hi)
  -- a product with the projector keeps a matrix unit exactly when the adjacent index is occupied
  have hr : ∀ p q : n, single p q (1 : ℝ) * occProj occ
      = if q ∈ occ then single p q (1 : ℝ) else 0 := by
    intro p q
    ext x y
    rw [occProj, Matrix.mul_diagonal]
    by_cases hq : q = y
    · subst hq
      by_cases ho : q ∈ occ <;> simp [ho]
    · by_cases ho : q ∈ occ <;> simp [ho, hq]
  have hl : ∀ p q : n, occProj occ * single p q (1 : ℝ)
      = if p ∈ occ then single p q (1 : ℝ) else 0 := by
    intro p q
    ext x y
    rw [occProj, Matrix.diagonal_mul]
    by_cases hp : p = x
    · subst hp
      by_cases ho : p ∈ occ <;> simp [ho]
    · by_cases ho : p ∈ occ <;> simp [ho, hp]
  have hs : Real.sin θ ^ 2 • single i i (1 : ℝ)
      = (1 - Real.cos θ ^ 2) • single i i (1 : ℝ) := by
    rw [Real.sin_sq]
  rw [rotated, givens_transpose]
  simp only [givens, popShift, coherence, Real.cos_neg, Real.sin_neg, mul_add, add_mul,
    mul_sub, sub_mul, smul_mul_assoc, mul_smul_comm, mul_one, one_mul, hr, hl, hi, ha,
    unit_mul_unit, hia, ↓reduceIte, zero_mul]
  linear_combination (norm := module) hs
```

## The energy at every angle

Suppose $\operatorname{tr}(G(A)B)=\operatorname{tr}(A\,G(B))$ for all $A,B$, which is the hypothesis `hadj`. Physically, the interaction energy of two charge distributions does not depend on which one is regarded as the source of the field. For any change $X$ of the density, the two cross terms are then equal,
$$\operatorname{tr}(G(X)D)=\operatorname{tr}(X\,G(D))=\operatorname{tr}(G(D)X),$$
and the quadratic energy expands exactly:
$$E(D+X)=E(D)+\operatorname{tr}(FX)+\tfrac12\operatorname{tr}(G(X)X).$$

```lean
/-- The energy change under any change `X` of the density is `tr(FX) + tr(G(X)X)/2`. -/
theorem energy_expansion (h : Matrix n n ℝ) (G : Matrix n n ℝ →ₗ[ℝ] Matrix n n ℝ)
    (hadj : ∀ A B, trace (G A * B) = trace (A * G B)) (D X : Matrix n n ℝ) :
    energy h G (D + X)
      = energy h G D + trace (fock h G D * X) + 1 / 2 * trace (G X * X) := by
  have hx : trace (G X * D) = trace (G D * X) := by
    rw [hadj, Matrix.trace_mul_comm]
  simp only [energy, fock, map_add, mul_add, add_mul, Matrix.trace_add, hx]
  ring
```

The remaining hypotheses are that $h$ is symmetric (`hh`) and that $G$ maps symmetric matrices to symmetric matrices (`hsym`), as for a real Hamiltonian in real orbitals. Hence $F_{ai}=F_{ia}$, and
$$\operatorname{tr}(FP)=F_{aa}-F_{ii},\qquad \operatorname{tr}(FQ)=F_{ai}+F_{ia}=2F_{ia}.$$
Put $s=\sin\theta$, $c=\cos\theta$ and $X=s^2P+sc\,Q$. Self-adjointness merges the two mixed terms in $P$ and $Q$, which gives
$$\begin{aligned}E(D(\theta))={}&E(D)+2sc\,F_{ia}+s^2(F_{aa}-F_{ii})\\&+\tfrac12\big[s^4\operatorname{tr}(G(P)P)+2s^3c\operatorname{tr}(G(P)Q)+s^2c^2\operatorname{tr}(G(Q)Q)\big].\end{aligned}$$
In the proof, `hP` and `hQ` are the identities for $\operatorname{tr}(FP)$ and $\operatorname{tr}(FQ)$, and `hQP` is the equality of the mixed terms, $\operatorname{tr}(G(Q)P)=\operatorname{tr}(G(P)Q)$.

```lean
/-- The energy at every finite angle of an occupied-virtual Givens rotation. -/
theorem rotated_energy {h : Matrix n n ℝ} {G : Matrix n n ℝ →ₗ[ℝ] Matrix n n ℝ}
    (hh : h.IsSymm) (hsym : ∀ A, A.IsSymm → (G A).IsSymm)
    (hadj : ∀ A B, trace (G A * B) = trace (A * G B))
    {occ : Finset n} {i a : n} (hi : i ∈ occ) (ha : a ∉ occ) (θ : ℝ) :
    energy h G (rotated occ i a θ) = energy h G (occProj occ)
      + Real.sin θ * Real.cos θ * (2 * fock h G (occProj occ) i a)
      + Real.sin θ ^ 2 * (fock h G (occProj occ) a a - fock h G (occProj occ) i i)
      + 1 / 2 * (Real.sin θ ^ 4 * trace (G (popShift i a) * popShift i a)
        + 2 * (Real.sin θ ^ 3 * Real.cos θ) * trace (G (popShift i a) * coherence i a)
        + Real.sin θ ^ 2 * Real.cos θ ^ 2 * trace (G (coherence i a) * coherence i a)) := by
  have ht : ∀ (M : Matrix n n ℝ) (p q : n), trace (M * single p q (1 : ℝ)) = M q p := by
    intro M p q
    simp only [Matrix.trace, Matrix.diag_apply, Matrix.mul_apply, Matrix.single_apply,
      ite_and, mul_ite, mul_one, mul_zero, Finset.sum_ite_eq, Finset.mem_univ, if_true]
  -- the Fock matrix is symmetric, so both off-diagonal elements contribute equally
  have hF : fock h G (occProj occ) a i = fock h G (occProj occ) i a :=
    (hh.add (hsym _ (Matrix.diagonal_transpose _))).apply i a
  have hP : trace (fock h G (occProj occ) * popShift i a)
      = fock h G (occProj occ) a a - fock h G (occProj occ) i i := by
    simp only [popShift, mul_sub, Matrix.trace_sub, ht]
  have hQ : trace (fock h G (occProj occ) * coherence i a)
      = 2 * fock h G (occProj occ) i a := by
    simp only [coherence, mul_add, Matrix.trace_add, ht, hF]
    ring
  have hQP : trace (G (coherence i a) * popShift i a)
      = trace (G (popShift i a) * coherence i a) := by
    rw [hadj, Matrix.trace_mul_comm]
  rw [rotated_density hi ha, energy_expansion h G hadj]
  simp only [map_add, map_smul, mul_add, add_mul, smul_mul_assoc, mul_smul_comm,
    Matrix.trace_add, Matrix.trace_smul, smul_eq_mul, hP, hQ, hQP]
  ring
```

## The slope at zero angle

At $\theta=0$ the product $sc$ has derivative 1, while every other angular factor contains at least $s^2$ and has derivative 0. Therefore
$$\left.\frac{dE(D(\theta))}{d\theta}\right|_{0}=2F_{ia},$$
with magnitude $2|F_{ia}|$ whichever way the angle is counted. The proof differentiates the five angular terms separately as `h1` to `h5`, adds them, and identifies the sum with the energy through the finite-angle formula.

```lean
/-- The derivative of the energy at zero angle of an occupied-virtual rotation is `2 F_ia`. -/
theorem hasDerivAt_energy {h : Matrix n n ℝ} {G : Matrix n n ℝ →ₗ[ℝ] Matrix n n ℝ}
    (hh : h.IsSymm) (hsym : ∀ A, A.IsSymm → (G A).IsSymm)
    (hadj : ∀ A B, trace (G A * B) = trace (A * G B))
    {occ : Finset n} {i a : n} (hi : i ∈ occ) (ha : a ∉ occ) :
    HasDerivAt (fun θ => energy h G (rotated occ i a θ))
      (2 * fock h G (occProj occ) i a) 0 := by
  have hs := Real.hasDerivAt_sin 0
  have hc := Real.hasDerivAt_cos 0
  -- only the term linear in the sine can contribute to the derivative at zero angle
  have h1 := (hs.fun_mul hc).mul_const (2 * fock h G (occProj occ) i a)
  have h2 := (hs.fun_pow 2).mul_const
    (fock h G (occProj occ) a a - fock h G (occProj occ) i i)
  have h3 := (hs.fun_pow 4).mul_const (1 / 2 * trace (G (popShift i a) * popShift i a))
  have h4 := ((hs.fun_pow 3).fun_mul hc).mul_const
    (trace (G (popShift i a) * coherence i a))
  have h5 := ((hs.fun_pow 2).fun_mul (hc.fun_pow 2)).mul_const
    (1 / 2 * trace (G (coherence i a) * coherence i a))
  have total := ((((h1.fun_add h2).fun_add h3).fun_add h4).fun_add h5).const_add
    (energy h G (occProj occ))
  refine (total.congr_deriv (by simp)).congr_of_eventuallyEq
    (Filter.Eventually.of_forall fun θ => ?_)
  simp only [rotated_energy hh hsym hadj hi ha]
  ring
```

Stationarity means that the derivative exists and equals zero, written `HasDerivAt … 0 0`. A function has at most one derivative at a point, so stationarity forces $2F_{ia}=0$; the converse is substitution.

The theorem concerns one orbital pair and a first derivative, so it does not distinguish a minimum from a saddle point or a maximum. Brillouin's theorem is usually phrased with many-electron states, as a vanishing Hamiltonian element between the Hartree–Fock determinant and a single excitation; passing from $F_{ia}$ to that element takes the Slater–Condon rules, which are not formalised here. In closed-shell restricted and in unrestricted Hartree–Fock calculations with real orbitals in a finite basis, the occupied–virtual Fock elements are, up to a constant factor, the orbital gradient that must vanish at convergence.

```lean
/-- Brillouin condition: the energy is stationary under the rotation of occupied `i` and
virtual `a` exactly when `F_ia = 0`. -/
theorem brillouin_condition {h : Matrix n n ℝ} {G : Matrix n n ℝ →ₗ[ℝ] Matrix n n ℝ}
    (hh : h.IsSymm) (hsym : ∀ A, A.IsSymm → (G A).IsSymm)
    (hadj : ∀ A B, trace (G A * B) = trace (A * G B))
    {occ : Finset n} {i a : n} (hi : i ∈ occ) (ha : a ∉ occ) :
    HasDerivAt (fun θ => energy h G (rotated occ i a θ)) 0 0
      ↔ fock h G (occProj occ) i a = 0 := by
  have hd := hasDerivAt_energy hh hsym hadj hi ha
  constructor
  · intro h0
    have := hd.unique h0
    linarith
  · intro h0
    simpa [h0] using hd
```

If $F_{ia}\neq0$, the energy has a nonzero slope at $\theta=0$, so some rotation lowers it. The proof is by contradiction: if no angle gave a lower energy, $\theta=0$ would be a minimum, and the derivative $2F_{ia}$ would vanish there. The theorem gives no size for the angle or for the energy gain.

```lean
/-- If `F_ia` does not vanish, some rotation of `i` and `a` lowers the energy. -/
theorem exists_lower_energy {h : Matrix n n ℝ} {G : Matrix n n ℝ →ₗ[ℝ] Matrix n n ℝ}
    (hh : h.IsSymm) (hsym : ∀ A, A.IsSymm → (G A).IsSymm)
    (hadj : ∀ A B, trace (G A * B) = trace (A * G B))
    {occ : Finset n} {i a : n} (hi : i ∈ occ) (ha : a ∉ occ)
    (hF : fock h G (occProj occ) i a ≠ 0) :
    ∃ θ, energy h G (rotated occ i a θ) < energy h G (occProj occ) := by
  by_contra hno
  have h0 : rotated occ i a 0 = occProj occ := by simp [rotated, givens]
  -- otherwise zero angle is a minimum, where the derivative vanishes
  have hmin : IsLocalMin (fun θ => energy h G (rotated occ i a θ)) 0 := by
    refine Filter.Eventually.of_forall fun θ => ?_
    simp only [h0]
    exact le_of_not_gt fun hlt => hno ⟨θ, hlt⟩
  have hz := hmin.hasDerivAt_eq_zero (hasDerivAt_energy hh hsym hadj hi ha)
  exact hF (by linarith)
```

## Two sites with hopping

A small model satisfies all the hypotheses. Its mean field acts on each site in proportion to the local population, $G(A)_{pq}=U A_{pp}\,\delta_{pq}$, where the number $U$ is now an interaction strength. For a single electron this field would be pure self-interaction, which exact exchange cancels. The model is instead read as a closed-shell Hubbard dimer in the restricted Hartree–Fock approximation: two electrons of opposite spin share one spatial orbital, $D$ is the density matrix of one spin, and $E$ is half the total energy.

```lean
/-- An on-site mean field of strength `U`, proportional to the local populations. -/
def onSiteField (U : ℝ) : Matrix n n ℝ →ₗ[ℝ] Matrix n n ℝ where
  toFun A := Matrix.diagonal fun p => U * A p p
  map_add' A B := by
    ext x y
    by_cases h : x = y
    · subst h
      simp [mul_add]
    · simp [h]
  map_smul' c A := by
    ext x y
    by_cases h : x = y
    · subst h
      simp only [Matrix.diagonal_apply_eq, Matrix.smul_apply, smul_eq_mul, RingHom.id_apply]
      ring
    · simp [h]
```

The one-electron part is hopping between two sites with amplitude $t$, so $h_{01}=h_{10}=-t$ and the site energies are zero.

```lean
/-- The hopping Hamiltonian of two sites with amplitude `t`. -/
def dimerHopping (t : ℝ) : Matrix (Fin 2) (Fin 2) ℝ := !![0, -t; -t, 0]
```

Let site 0 be occupied and site 1 empty. The on-site field is diagonal and does not contribute to the off-diagonal Fock element, so $F_{01}=-t$. Directly,
$$E(D(\theta))=-2t\sin\theta\cos\theta+\tfrac U2(\cos^4\theta+\sin^4\theta),$$
whose slope at zero is $-2t=2F_{01}$. For $t\neq0$ the localised density is therefore not stationary, and some delocalising rotation lowers its energy.

```lean
/-- The two-site model with an on-site mean field meets the symmetry and self-adjointness
conditions, and with site 0 occupied its Fock element `F_01` is `-t`. -/
theorem dimer_witness (t U : ℝ) :
    (dimerHopping t).IsSymm
      ∧ (∀ A : Matrix (Fin 2) (Fin 2) ℝ, A.IsSymm → (onSiteField U A).IsSymm)
      ∧ (∀ A B : Matrix (Fin 2) (Fin 2) ℝ,
          trace (onSiteField U A * B) = trace (A * onSiteField U B))
      ∧ fock (dimerHopping t) (onSiteField U) (occProj {0}) 0 1 = -t := by
  refine ⟨?_, fun A _ => Matrix.diagonal_transpose _, fun A B => ?_, ?_⟩
  · refine Matrix.IsSymm.ext fun i j => ?_
    fin_cases i <;> fin_cases j <;> simp [dimerHopping]
  · change trace (Matrix.diagonal (fun p => U * A p p) * B)
      = trace (A * Matrix.diagonal (fun p => U * B p p))
    simp only [Matrix.trace, Matrix.diag_apply, Matrix.diagonal_mul, Matrix.mul_diagonal]
    exact Finset.sum_congr rfl fun p _ => by ring
  · simp [fock, dimerHopping, onSiteField]

end

end BrillouinGivens
```

```lean
#print axioms BrillouinGivens.givens_orthogonal
-- 'BrillouinGivens.givens_orthogonal' depends on axioms: [propext, Classical.choice, Quot.sound]
#print axioms BrillouinGivens.rotated_energy
-- 'BrillouinGivens.rotated_energy' depends on axioms: [propext, Classical.choice, Quot.sound]
#print axioms BrillouinGivens.brillouin_condition
-- 'BrillouinGivens.brillouin_condition' depends on axioms: [propext, Classical.choice, Quot.sound]
#print axioms BrillouinGivens.exists_lower_energy
-- 'BrillouinGivens.exists_lower_energy' depends on axioms: [propext, Classical.choice, Quot.sound]
```
